# The zero-twist hopping energy limits how far a twist can raise the lowest energy of a finite lattice cell

A simulation of a small periodic cell at zero twist gives one energy and does not show how much higher the energy would lie at another twist. For non-interacting particles one can refill the single-particle levels and see. With interactions, that usually means a new many-body calculation. For a finite lattice Hamiltonian with real matrix elements at zero twist, an expectation value in the exact zero-twist ground state already limits the rise, whatever the interaction.

In Lean 4 with Mathlib:

```lean
import Mathlib

open Matrix
open scoped ComplexOrder

namespace TwistErrorBound
```

## The twisted cell

Let n label a finite many-body basis, for instance the occupation-number states of a lattice. The real matrix V collects everything that does not feel the twist, including interactions. The real matrix T collects the forward hops, with any fermion signs in its entries. With twist a,

H(a) = V + exp(ia) T + exp(−ia) Tᵀ.

```lean
/-- The Hamiltonian `H(a) = V + exp(ia) T + exp(-ia) Tᵀ` of a periodic cell with twist `a`:
`V` holds the terms that do not feel the twist, `T` the hopping in the forward direction. -/
noncomputable def twistedH {n : Type*} (V T : Matrix n n ℝ) (a : ℝ) : Matrix n n ℂ :=
  V.map (fun x => (x : ℂ)) + Complex.exp (a * Complex.I) • T.map (fun x => (x : ℂ))
    + Complex.exp (-(a * Complex.I)) • Tᵀ.map (fun x => (x : ℂ))
```

Here a is the phase carried by each hop in T. If T holds only the hops across the cell boundary, a is the boundary twist itself; if the phase is spread evenly over a ring of L bonds, the boundary twist is La. Terms with phase exp(2ia), such as pair hopping in the same direction, do not fit this form.

The trial state is a real vector ψ, used as a complex one.

```lean
/-- A real wave function regarded as a complex one. -/
def toC {n : Type*} (ψ : n → ℝ) : n → ℂ := fun i => (ψ i : ℂ)
```

The lowest eigenvalue of A is the least real e for which Av = ev has a nonzero solution v. `IsLeast` requires both that E is such an e and that no other lies below it.

```lean
/-- `E` is the lowest real eigenvalue of the matrix `A`. -/
def IsLowestEigenvalue {n : Type*} [Fintype n] (A : Matrix n n ℂ) (E : ℝ) : Prop :=
  IsLeast {e : ℝ | ∃ v : n → ℂ, v ≠ 0 ∧ A *ᵥ v = (e : ℂ) • v} E
```

## Hermiticity and positivity

The two hopping phases are complex conjugates, and their sum is

exp(ia) + exp(−ia) = 2 cos a.

```lean
variable {n : Type*} [Fintype n]

/-- The phases of forward and backward hopping add up to twice the cosine of the twist. -/
theorem phase_add_phase (a : ℝ) :
    Complex.exp (a * Complex.I) + Complex.exp (-(a * Complex.I)) = 2 * Complex.cos a := by
  rw [Complex.cos, neg_mul]
  ring
```

The entries of H(a) are Hᵢⱼ = Vᵢⱼ + exp(ia) Tᵢⱼ + exp(−ia) Tⱼᵢ. Conjugating Hⱼᵢ swaps the phases, and Vⱼᵢ = Vᵢⱼ, so

conj(Hⱼᵢ) = Vⱼᵢ + exp(−ia) Tⱼᵢ + exp(ia) Tᵢⱼ = Hᵢⱼ.

```lean
omit [Fintype n] in
/-- For symmetric `V` the twisted Hamiltonian is Hermitian at every twist. -/
theorem twistedH_isHermitian {V : Matrix n n ℝ} (hV : V.IsSymm) (T : Matrix n n ℝ) (a : ℝ) :
    (twistedH V T a).IsHermitian := by
  have h1 : star (Complex.exp (a * Complex.I)) = Complex.exp (-(a * Complex.I)) := by
    rw [Complex.star_def, ← Complex.exp_conj]
    congr 1
    simp
  have h2 : star (Complex.exp (-(a * Complex.I))) = Complex.exp (a * Complex.I) := by
    rw [← h1, star_star]
  have hr : ∀ x : ℝ, star (x : ℂ) = x := Complex.conj_ofReal
  refine Matrix.IsHermitian.ext fun i j => ?_
  simp only [twistedH, Matrix.add_apply, Matrix.smul_apply, Matrix.map_apply,
    transpose_apply, smul_eq_mul, star_add, star_mul', h1, h2, hr]
  rw [hV.apply i j]
  ring
```

In the code, `h1` and `h2` are the conjugated phases, and `hV.apply` supplies the symmetry of V.

Now let A be Hermitian with lowest eigenvalue E, and set B = A − E·1. If Bv = bv with v ≠ 0, then Av = (E + b)v. Hence E ≤ E + b, so b ≥ 0. A Hermitian matrix whose eigenvalues are all nonnegative is positive semidefinite:

⟨φ, (A − E)φ⟩ ≥ 0 for every φ.

```lean
/-- Variational principle: a Hermitian matrix minus its lowest eigenvalue is positive
semidefinite. -/
theorem posSemidef_sub_lowest [DecidableEq n] {A : Matrix n n ℂ} {E : ℝ}
    (hA : A.IsHermitian) (hE : IsLowestEigenvalue A E) :
    (A - (E : ℂ) • (1 : Matrix n n ℂ)).PosSemidef := by
  have hB : (A - (E : ℂ) • (1 : Matrix n n ℂ)).IsHermitian := by
    unfold Matrix.IsHermitian
    rw [conjTranspose_sub, conjTranspose_smul, conjTranspose_one, hA.eq]
    simp
  rw [hB.posSemidef_iff_eigenvalues_nonneg]
  intro i
  have hv := hB.mulVec_eigenvectorBasis i
  have hne : (hB.eigenvectorBasis i).ofLp ≠ 0 := fun h =>
    hB.eigenvectorBasis.orthonormal.ne_zero i (PiLp.ext fun j => congrFun h j)
  -- an eigenvalue of the shifted matrix, shifted back, is an eigenvalue of `A`
  have hle : E ≤ E + hB.eigenvalues i := by
    refine hE.2 ⟨_, hne, ?_⟩
    rw [sub_mulVec, smul_mulVec, one_mulVec, sub_eq_iff_eq_add] at hv
    refine hv.trans ?_
    ext j
    simp only [Pi.add_apply, Pi.smul_apply, smul_eq_mul, Complex.real_smul, Complex.ofReal_add]
    ring
  show (0 : ℝ) ≤ hB.eigenvalues i
  linarith
```

The spectral theorem enters through `eigenvectorBasis`, and `hle` is the inequality E ≤ E + b.

## The energy of the untwisted state

Write K = ⟨ψ, (T + Tᵀ)ψ⟩. For unit ψ this is the zero-twist energy of the hops that carry the phase; any other hopping is part of V. Since ψ is real, ⟨ψ, Tᵀψ⟩ = ⟨ψ, Tψ⟩ = K/2, and therefore

⟨ψ, H(a)ψ⟩ = ⟨ψ, Vψ⟩ + (exp(ia) + exp(−ia)) K/2 = ⟨ψ, Vψ⟩ + K cos a.

```lean
/-- In a real state the twist multiplies the hopping energy by `cos a` and leaves the
expectation value of `V` unchanged. -/
theorem expectation_real_state (V T : Matrix n n ℝ) (ψ : n → ℝ) (a : ℝ) :
    star (toC ψ) ⬝ᵥ twistedH V T a *ᵥ toC ψ
      = ((ψ ⬝ᵥ V *ᵥ ψ + Real.cos a * (ψ ⬝ᵥ (T + Tᵀ) *ᵥ ψ) : ℝ) : ℂ) := by
  have hreal : ∀ M : Matrix n n ℝ, star (toC ψ) ⬝ᵥ M.map (fun x => (x : ℂ)) *ᵥ toC ψ
      = ((ψ ⬝ᵥ M *ᵥ ψ : ℝ) : ℂ) := by
    intro M
    simp [dotProduct, mulVec, toC]
  have ht : ψ ⬝ᵥ Tᵀ *ᵥ ψ = ψ ⬝ᵥ T *ᵥ ψ := by
    rw [mulVec_transpose, dotProduct_comm, ← dotProduct_mulVec]
  simp only [twistedH, add_mulVec, smul_mulVec, dotProduct_add, dotProduct_smul, smul_eq_mul,
    hreal, ht]
  push_cast
  linear_combination ((ψ ⬝ᵥ T *ᵥ ψ : ℝ) : ℂ) * phase_add_phase a
```

Here `ht` is the equality of the two hopping expectations, and `linear_combination` inserts the phase sum.

Let ψ also satisfy ⟨ψ, ψ⟩ = 1 and H(0)ψ = E0 ψ. At a = 0 the formula gives E0 = ⟨ψ, Vψ⟩ + K. Eliminating ⟨ψ, Vψ⟩, for any real E,

⟨ψ, (H(a) − E)ψ⟩ = E0 − (1 − cos a)K − E.

```lean
/-- For a real unit eigenvector `ψ` of `H(0)` with energy `E0`, the expectation value of
`H(a) - E` is `E0 - (1 - cos a)⟨ψ, (T + Tᵀ)ψ⟩ - E`. -/
theorem trial_energy [DecidableEq n] {V T : Matrix n n ℝ} {ψ : n → ℝ} {E0 : ℝ}
    (hψ : ψ ⬝ᵥ ψ = 1) (h0 : twistedH V T 0 *ᵥ toC ψ = (E0 : ℂ) • toC ψ) (a E : ℝ) :
    star (toC ψ) ⬝ᵥ (twistedH V T a - (E : ℂ) • (1 : Matrix n n ℂ)) *ᵥ toC ψ
      = ((E0 - (1 - Real.cos a) * (ψ ⬝ᵥ (T + Tᵀ) *ᵥ ψ) - E : ℝ) : ℂ) := by
  have hn : star (toC ψ) ⬝ᵥ toC ψ = 1 := by
    have h : star (toC ψ) ⬝ᵥ toC ψ = ((ψ ⬝ᵥ ψ : ℝ) : ℂ) := by simp [dotProduct, toC]
    rw [h, hψ, Complex.ofReal_one]
  -- the zero-twist energy splits into the `V` part and the hopping part
  have h := expectation_real_state V T ψ 0
  rw [h0, dotProduct_smul, hn, Real.cos_zero, smul_eq_mul, mul_one, one_mul] at h
  have hE := Complex.ofReal_injective h
  rw [sub_mulVec, smul_mulVec, one_mulVec, dotProduct_sub, dotProduct_smul, hn,
    expectation_real_state, smul_eq_mul, mul_one, hE]
  push_cast
  ring
```

## The bound and its equality case

Let Ea be the lowest eigenvalue of H(a). Setting E = Ea and using positivity gives 0 ≤ E0 − (1 − cos a)K − Ea, that is,

Ea − E0 ≤ −(1 − cos a)K.

```lean
/-- Twist error bound: if `V` is symmetric and `ψ` is a real unit eigenvector of `H(0)` with
energy `E0`, such as its ground vector, then the lowest eigenvalue `Ea` of `H(a)` satisfies
`Ea - E0 ≤ -(1 - cos a)⟨ψ, (T + Tᵀ)ψ⟩`. -/
theorem twist_error_le {V T : Matrix n n ℝ} (hV : V.IsSymm) {ψ : n → ℝ} {E0 Ea a : ℝ}
    (hψ : ψ ⬝ᵥ ψ = 1) (h0 : twistedH V T 0 *ᵥ toC ψ = (E0 : ℂ) • toC ψ)
    (ha : IsLowestEigenvalue (twistedH V T a) Ea) :
    Ea - E0 ≤ -(1 - Real.cos a) * (ψ ⬝ᵥ (T + Tᵀ) *ᵥ ψ) := by
  classical
  have h := (posSemidef_sub_lowest (twistedH_isHermitian hV T a) ha).dotProduct_mulVec_nonneg
    (toC ψ)
  rw [trial_energy hψ h0] at h
  have h' := Complex.zero_le_real.1 h
  linarith
```

The hypotheses say that V is symmetric (`hV`), ψ is normalised (`hψ`), ψ is an eigenvector at zero twist (`h0`) and Ea is the lowest eigenvalue at twist a (`ha`). No symmetry of T is assumed. The theorem accepts any real eigenvector at zero twist; E0 is the ground energy when ψ is a ground vector. A real ground vector can always be chosen, because H(0) is real symmetric.

The limit is one-sided: the energy may fall below E0 by more than this amount. An approximate variational wave function does not satisfy `h0`, so its hopping energy cannot simply be substituted for K.

For equality, expand ψ in eigenvectors of the positive semidefinite matrix B = H(a) − Ea·1, with eigenvalues bₖ and coefficients cₖ. Then ⟨ψ, Bψ⟩ = Σₖ bₖ|cₖ|² vanishes exactly when cₖ = 0 wherever bₖ > 0, which means Bψ = 0. So

Ea − E0 = −(1 − cos a)K exactly when H(a)ψ = Ea ψ.

```lean
/-- Under the hypotheses of the twist error bound, equality holds exactly when `ψ` is also an
eigenvector of `H(a)` with the lowest eigenvalue `Ea`. -/
theorem twist_error_eq_iff {V T : Matrix n n ℝ} (hV : V.IsSymm) {ψ : n → ℝ} {E0 Ea a : ℝ}
    (hψ : ψ ⬝ᵥ ψ = 1) (h0 : twistedH V T 0 *ᵥ toC ψ = (E0 : ℂ) • toC ψ)
    (ha : IsLowestEigenvalue (twistedH V T a) Ea) :
    Ea - E0 = -(1 - Real.cos a) * (ψ ⬝ᵥ (T + Tᵀ) *ᵥ ψ)
      ↔ twistedH V T a *ᵥ toC ψ = (Ea : ℂ) • toC ψ := by
  classical
  have hz := (posSemidef_sub_lowest (twistedH_isHermitian hV T a) ha).dotProduct_mulVec_zero_iff
    (toC ψ)
  rw [trial_energy hψ h0, Complex.ofReal_eq_zero, sub_mulVec, smul_mulVec, one_mulVec,
    sub_eq_zero, sub_eq_zero] at hz
  rw [← hz]
  constructor <;> intro h <;> linarith
```

The lemma `dotProduct_mulVec_zero_iff` provides this null-vector criterion; the rest rearranges the trial energy.

## Averaging over a uniform grid

Take M ≥ 2 twists aⱼ = 2πj/M, j = 0, …, M − 1, with lowest energies Eⱼ. With ζ = exp(2πi/M) ≠ 1,

Σⱼ ζʲ = (ζᴹ − 1)/(ζ − 1) = 0,

and the real part gives Σⱼ cos aⱼ = 0. Summing the bound over the grid and dividing by M,

(1/M) Σⱼ Eⱼ − E0 ≤ −K + (K/M) Σⱼ cos aⱼ = −K.

```lean
/-- Twist averaging: for symmetric `V` and a real unit eigenvector `ψ` of `H(0)` with energy
`E0`, the mean of the lowest eigenvalues over the `M ≥ 2` twists `2πj/M` exceeds `E0` by at most
`-⟨ψ, (T + Tᵀ)ψ⟩`. -/
theorem twist_average_le {V T : Matrix n n ℝ} (hV : V.IsSymm) {ψ : n → ℝ} {E0 : ℝ}
    (hψ : ψ ⬝ᵥ ψ = 1) (h0 : twistedH V T 0 *ᵥ toC ψ = (E0 : ℂ) • toC ψ)
    {M : ℕ} (hM : 2 ≤ M) {E : ℕ → ℝ}
    (hE : ∀ j < M, IsLowestEigenvalue (twistedH V T (2 * Real.pi * j / M)) (E j)) :
    (∑ j ∈ Finset.range M, E j) / M - E0 ≤ -(ψ ⬝ᵥ (T + Tᵀ) *ᵥ ψ) := by
  -- the cosines over the grid are real parts of the roots of unity, which sum to zero
  have hcos : ∑ j ∈ Finset.range M, Real.cos (2 * Real.pi * j / M) = 0 := by
    have h := congrArg Complex.re
      ((Complex.isPrimitiveRoot_exp M (by omega)).geom_sum_eq_zero (by omega))
    rw [Complex.re_sum, Complex.zero_re] at h
    refine (Finset.sum_congr rfl fun j _ => ?_).trans h
    rw [← Complex.exp_nat_mul, ← Complex.exp_ofReal_mul_I_re]
    congr 2
    push_cast
    ring
  have hs : ∑ j ∈ Finset.range M, E j ≤ ∑ j ∈ Finset.range M,
      ((E0 - ψ ⬝ᵥ (T + Tᵀ) *ᵥ ψ)
        + Real.cos (2 * Real.pi * j / M) * (ψ ⬝ᵥ (T + Tᵀ) *ᵥ ψ)) := by
    refine Finset.sum_le_sum fun j hj => ?_
    have h := twist_error_le hV hψ h0 (hE j (Finset.mem_range.1 hj))
    linarith
  rw [Finset.sum_add_distrib, ← Finset.sum_mul, hcos, Finset.sum_const, Finset.card_range,
    nsmul_eq_mul] at hs
  have hM0 : (0 : ℝ) < M := by
    exact_mod_cast (by omega : 0 < M)
  rw [sub_le_iff_le_add, div_le_iff₀ hM0]
  linarith
```

The cosine sum is `hcos`, and `hs` is the summed bound. The grid runs over the hopping phase a, so it is a uniform grid of boundary twists when T holds only boundary-crossing hops.

## A two-site ring that attains the bound

Consider the matrix with zero diagonal and off-diagonal entries c ≤ 0. The vector (1, 1) has eigenvalue c. For any eigenvector v with eigenvalue e, adding and subtracting the two component equations gives

(e − c)(v₀ + v₁) = 0 and (e + c)(v₀ − v₁) = 0.

If e < c, both prefactors are negative, so v = 0, a contradiction. Hence c is the lowest eigenvalue.

```lean
/-- Two sites coupled by a real amplitude `c ≤ 0` have lowest eigenvalue `c`. -/
theorem lowest_two_site {c : ℝ} (hc : c ≤ 0) :
    IsLowestEigenvalue !![0, (c : ℂ); (c : ℂ), 0] c := by
  constructor
  · refine ⟨fun _ => 1, fun h => by simpa using congrFun h 0, ?_⟩
    ext i
    fin_cases i <;> simp [mulVec, dotProduct, Fin.sum_univ_two]
  · rintro e ⟨v, hv, h⟩
    by_contra hlt
    have hlt' := not_le.1 hlt
    have h0 := congrFun h 0
    have h1 := congrFun h 1
    simp [mulVec, dotProduct, Fin.sum_univ_two] at h0 h1
    -- the even and the odd combination both vanish below `c`
    have hp : ((e - c : ℝ) : ℂ) * (v 0 + v 1) = 0 := by
      push_cast
      linear_combination -h0 - h1
    have hm : ((e + c : ℝ) : ℂ) * (v 0 - v 1) = 0 := by
      push_cast
      linear_combination -h0 + h1
    have s := (mul_eq_zero.1 hp).resolve_left
      (Complex.ofReal_ne_zero.2 (by linarith : e - c < 0).ne)
    have d := (mul_eq_zero.1 hm).resolve_left
      (Complex.ofReal_ne_zero.2 (by linarith : e + c < 0).ne)
    apply hv
    ext i
    fin_cases i
    · show v 0 = 0
      linear_combination (s + d) / 2
    · show v 1 = 0
      linear_combination (s - d) / 2
```

For one particle on a two-site ring, take V = 0 and forward amplitude −1 on both bonds:

T₀₁ = T₁₀ = −1, T₀₀ = T₁₁ = 0.

```lean
/-- Forward hopping with amplitude `-1` on a ring of two sites. -/
def ringHop : Matrix (Fin 2) (Fin 2) ℝ := !![0, -1; -1, 0]
```

Then H(a) has off-diagonal entries −2 cos a. For cos a ≥ 0 its lowest eigenvalue is −2 cos a, and at a = 0 it is −2. The uniform state (s, s) with 2s² = 1 has K = −4s² = −2, so

Ea − E0 = 2 − 2 cos a = −(1 − cos a)K.

```lean
/-- Sharpness: on the two-site ring with `V = 0`, the uniform unit state is a ground vector of
`H(0)` with energy `-2`, and for `cos a ≥ 0` the lowest eigenvalue `-2 cos a` of `H(a)` attains
the twist error bound. -/
theorem two_site_ring_sharp {a s : ℝ} (ha : 0 ≤ Real.cos a) (hs : 2 * s ^ 2 = 1) :
    (fun _ : Fin 2 => s) ⬝ᵥ (fun _ => s) = 1 ∧
    IsLowestEigenvalue (twistedH 0 ringHop 0) (-2) ∧
    twistedH 0 ringHop 0 *ᵥ toC (fun _ => s) = ((-2 : ℝ) : ℂ) • toC (fun _ => s) ∧
    IsLowestEigenvalue (twistedH 0 ringHop a) (-2 * Real.cos a) ∧
    -2 * Real.cos a - (-2)
      = -(1 - Real.cos a) * ((fun _ => s) ⬝ᵥ (ringHop + ringHopᵀ) *ᵥ (fun _ => s)) := by
  have hH : ∀ b : ℝ, twistedH 0 ringHop b
      = !![0, ((-2 * Real.cos b : ℝ) : ℂ); ((-2 * Real.cos b : ℝ) : ℂ), 0] := by
    intro b
    ext i j
    fin_cases i <;> fin_cases j <;> simp [twistedH, ringHop] <;>
      linear_combination -phase_add_phase b
  have hH0 : twistedH 0 ringHop 0 = !![0, ((-2 : ℝ) : ℂ); ((-2 : ℝ) : ℂ), 0] := by
    rw [hH, Real.cos_zero, mul_one]
  have hK : (fun _ => s) ⬝ᵥ (ringHop + ringHopᵀ) *ᵥ (fun _ => s) = -4 * s ^ 2 := by
    simp [ringHop, mulVec, dotProduct, Fin.sum_univ_two]
    ring
  refine ⟨?_, ?_, ?_, ?_, ?_⟩
  · simp only [dotProduct, Fin.sum_univ_two]
    linarith
  · rw [hH0]
    exact lowest_two_site (by norm_num)
  · rw [hH0]
    ext i
    fin_cases i <;> simp [toC, mulVec, dotProduct, Fin.sum_univ_two]
  · rw [hH]
    exact lowest_two_site (by linarith)
  · rw [hK]
    linear_combination (-2 * (1 - Real.cos a)) * hs

end TwistErrorBound
```

The five parts of the statement are the normalisation, the ground energy at zero twist, the eigenvector equation, the lowest energy at twist a, and the equality. The condition on the cosine matters: when cos a < 0, the lowest eigenvalue is 2 cos a instead, and the bound is strict.

```lean
#print axioms TwistErrorBound.twist_error_eq_iff
-- 'TwistErrorBound.twist_error_eq_iff' depends on axioms: [propext, Classical.choice, Quot.sound]
#print axioms TwistErrorBound.twist_average_le
-- 'TwistErrorBound.twist_average_le' depends on axioms: [propext, Classical.choice, Quot.sound]
#print axioms TwistErrorBound.two_site_ring_sharp
-- 'TwistErrorBound.two_site_ring_sharp' depends on axioms: [propext, Classical.choice, Quot.sound]
```
